# Janak's theorem and Slater's transition state from an envelope theorem for differentiable energies

Let $f$ be an occupation number, or a whole set of them, and let $y$ be a trial state, for instance a set of orbitals. The trial energy is $F(f,y)$. The relaxed energy $E(f)$ is the lowest trial energy at that occupation. When $f$ changes, the optimal orbitals change too, so $dE/df$ might be expected to contain a relaxation term. Where $E$ and the energy with frozen orbitals are both differentiable, it contains none.

Occupations refer to spin orbitals and run from 0 to 1. The letter $E$ stands for a total energy, and $\varepsilon$ for the slope of the energy with frozen state, which in the Kohn–Sham case is an orbital energy.

```lean
import Mathlib

open Matrix Topology

namespace JanakSlater

noncomputable section

/-- On the occupations in `D`, the energy `E f` lies below the energy `F f y` of every
trial state `y`. -/
def IsVariationalBound {V Y : Type*} (D : Set V) (E : V → ℝ) (F : V → Y → ℝ) : Prop :=
  ∀ f ∈ D, ∀ y, E f ≤ F f y
```

`IsVariationalBound D E F` says that $E(f)\le F(f,y)$ for every $f$ in the set $D$ and every trial state $y$. The occupations live in a type `V` and the states in a type `Y`, which needs no structure: states need not form a vector space or depend smoothly on anything.

## Freezing the state costs nothing to first order

```lean
/-- Envelope theorem: let `E` bound the trial energies from below near `f₀`, with equality at `f₀`
for the state `y₀`. If `E` and the energy with `y₀` frozen are both differentiable at `f₀`, then
their differentials there are equal. -/
theorem envelope {V Y : Type*} [NormedAddCommGroup V] [NormedSpace ℝ V]
    {D : Set V} {E : V → ℝ} {F : V → Y → ℝ} {f₀ : V} {y₀ : Y} {F' : V →L[ℝ] ℝ}
    (hD : D ∈ 𝓝 f₀) (hb : IsVariationalBound D E F) (h₀ : E f₀ = F f₀ y₀)
    (hE : DifferentiableAt ℝ E f₀) (hF : HasFDerivAt (fun f => F f y₀) F' f₀) :
    HasFDerivAt E F' f₀ := by
  -- the cost of freezing the state is smallest, namely zero, at `f₀`
  have hmin : IsLocalMin (fun f => F f y₀ - E f) f₀ := by
    filter_upwards [hD] with f hf
    have := hb f hf y₀
    linarith
  have hz := hmin.hasFDerivAt_eq_zero (hF.sub hE.hasFDerivAt)
  rw [sub_eq_zero.mp hz]
  exact hE.hasFDerivAt
```

The hypotheses read as follows.

- `hD`: $D$ is a neighbourhood of $f_0$ (`𝓝 f₀` is the collection of neighbourhoods).
- `hb`: the variational bound holds on $D$.
- `h₀`: $E(f_0)=F(f_0,y_0)$, so $y_0$ is optimal at $f_0$.
- `hE`: $E$ is differentiable at $f_0$.
- `hF`: with $y_0$ frozen, the trial energy has differential $F'$ at $f_0$.

The conclusion is that $E$ has the same differential $F'$. To derive it, consider the cost of freezing the state,
$$\delta(f)=F(f,y_0)-E(f).$$
Near $f_0$ we have $\delta\ge 0$, and $\delta(f_0)=0$. So $\delta$ has a local minimum at $f_0$, which is `hmin`. Its differential vanishes there, which is `hz`:
$$0=F'-E'(f_0).$$
No derivative with respect to $y$ was taken.

```lean
/-- Envelope theorem for one occupation number: let `E` bound the trial energies from below near
`f₀`, with equality at `f₀` for the state `y₀`. If `E` is differentiable at `f₀` and the energy with
`y₀` frozen has derivative `ε` there, then `dE/df = ε` at `f₀`. -/
theorem envelope_deriv {Y : Type*} {D : Set ℝ} {E : ℝ → ℝ} {F : ℝ → Y → ℝ} {f₀ ε : ℝ} {y₀ : Y}
    (hD : D ∈ 𝓝 f₀) (hb : IsVariationalBound D E F) (h₀ : E f₀ = F f₀ y₀)
    (hE : DifferentiableAt ℝ E f₀) (hF : HasDerivAt (fun f => F f y₀) ε f₀) :
    HasDerivAt E ε f₀ := by
  simpa using (envelope hD hb h₀ hE hF.hasFDerivAt).hasDerivAt
```

This is the same theorem for a single real occupation. `HasDerivAt E ε f₀` means that $E$ is differentiable at $f_0$ with derivative $\varepsilon$.

```lean
/-- The trial energy `y² + 2fy` with relaxed energy `-f²` and optimal state `y = -f` meets the
hypotheses of the envelope theorem at every `f`. -/
theorem envelope_witness :
    IsVariationalBound Set.univ (fun f : ℝ => -f ^ 2) (fun f y : ℝ => y ^ 2 + 2 * f * y) ∧
    ∀ f : ℝ, -f ^ 2 = (-f) ^ 2 + 2 * f * (-f) ∧
      DifferentiableAt ℝ (fun g : ℝ => -g ^ 2) f ∧
      HasDerivAt (fun g : ℝ => (-f) ^ 2 + 2 * g * (-f)) (-2 * f) f := by
  refine ⟨fun f _ y => ?_, fun f => ⟨by ring, by fun_prop, ?_⟩⟩
  · change -f ^ 2 ≤ y ^ 2 + 2 * f * y
    nlinarith [sq_nonneg (y + f)]
  · exact ((((hasDerivAt_id' f).const_mul 2).mul_const (-f)).const_add ((-f) ^ 2)).congr_deriv
      (by ring)
```

Here is a model whose state does relax: $F(f,y)=y^2+2fy$. Completing the square gives $F=(y+f)^2-f^2$, so the optimal state is $y=-f$ and $E=-f^2$. With $y$ frozen, $\partial F/\partial f=2y=-2f$, which is also $dE/df$. The theorem checks that all the hypotheses of the envelope theorem are met at every $f$.

## A level crossing breaks differentiability

```lean
/-- Two trial states whose energies `f` and `-f` cross at `f = 0`. -/
def crossing (f : ℝ) : Bool → ℝ
  | true => f
  | false => -f
```

The type `Bool` has two elements, `true` and `false`, which label two states with energies $f$ and $-f$.

```lean
/-- At a level crossing the lower energy `-|f|` is attained by a state with a smooth frozen
energy, yet it is not differentiable. -/
theorem crossing_not_differentiable :
    IsVariationalBound Set.univ (fun f : ℝ => -|f|) crossing ∧
    -|(0 : ℝ)| = crossing 0 true ∧ HasDerivAt (fun f => crossing f true) 1 0 ∧
    ¬ DifferentiableAt ℝ (fun f : ℝ => -|f|) 0 := by
  refine ⟨fun f _ s => ?_, by simp [crossing], hasDerivAt_id' 0, fun h => ?_⟩
  · cases s
    · exact neg_le_neg (le_abs_self f)
    · exact neg_abs_le f
  · have h2 : DifferentiableAt ℝ (fun f : ℝ => - -|f|) 0 := h.neg
    exact not_differentiableAt_abs_zero (by simpa only [neg_neg] using h2)
```

The lower of the two energies is $E(f)=-|f|$. At $f=0$ the state `true` is optimal and its frozen energy has slope 1, yet $E$ has a kink. All the other hypotheses of the envelope theorem hold, and $E$ even has a derivative from each side, $+1$ from the left and $-1$ from the right. One-sided derivatives are therefore not enough. The proof uses $\pm f\le|f|$ and the known kink of $|f|$.

## Orbitals and energy on a finite grid

```lean
variable {ι X : Type*} [Fintype ι] [DecidableEq ι] [Fintype X] [DecidableEq X]

/-- Orthonormal families of orbitals on the grid `X`. -/
abbrev Orbitals (ι X : Type*) [DecidableEq ι] [Fintype X] :=
  {φ : ι → X → ℂ // ∀ i j, star (φ i) ⬝ᵥ φ j = if i = j then 1 else 0}
```

The finite type `ι` labels orbitals and the finite type `X` labels grid points. When both spins are present, an element of `X` is a position together with a spin, and the density and potential below are then resolved by spin. An element of `Orbitals ι X` is a family $\varphi$ together with a proof that $\sum_x\varphi_i(x)^*\varphi_j(x)=\delta_{ij}$. Lean writes `φ.1` for the family and `φ.2` for the proof. The sum has no volume element, so the density below counts electrons per grid point.

```lean
/-- The electron density `ρ(x) = ∑ fᵢ |φᵢ(x)|²`. -/
def density (f : ι → ℝ) (φ : ι → X → ℂ) : X → ℝ :=
  fun x => ∑ i, f i * Complex.normSq (φ i x)
```

This is $\rho(x)=\sum_i f_i|\varphi_i(x)|^2$; `Complex.normSq` is the squared modulus.

```lean
/-- The real part of `⟨u|A|u⟩`. -/
def expect (A : Matrix X X ℂ) (u : X → ℂ) : ℝ := (star u ⬝ᵥ (A *ᵥ u)).re
```

`expect A u` is $\mathrm{Re}\,\langle u|A|u\rangle$. For a Hermitian $A$ and a normalised $u$ it is the expectation value of $A$.

```lean
/-- The Kohn–Sham energy `∑ fᵢ Re ⟨φᵢ|T|φᵢ⟩ + G[ρ]`. -/
def ksEnergy (T : Matrix X X ℂ) (G : (X → ℝ) → ℝ) (f : ι → ℝ) (φ : ι → X → ℂ) : ℝ :=
  ∑ i, f i * expect T (φ i) + G (density f φ)
```

The energy is
$$F(f,\varphi)=\sum_i f_i\,\mathrm{Re}\,\langle\varphi_i|T|\varphi_i\rangle+G[\rho].$$
In the physical reading $T$ is the kinetic energy matrix and $G$ collects the external, Hartree and exchange–correlation energies. The theorems accept any complex matrix $T$, and any $G$ that is differentiable at the density in question.

```lean
/-- The linear functional `δρ ↦ ∑ v(x) δρ(x)` given by a potential `v`. -/
def pairing (v : X → ℝ) : (X → ℝ) →L[ℝ] ℝ :=
  ∑ x, v x • (ContinuousLinearMap.proj x : (X → ℝ) →L[ℝ] ℝ)
```

`pairing v` is the linear map $\delta\rho\mapsto\sum_x v(x)\,\delta\rho(x)$. Saying that $G$ has derivative `pairing v` at $\rho$ means $v(x)=\partial G/\partial\rho(x)$, the full Kohn–Sham potential.

## The orbital energy as a slope

```lean
/-- Changing one occupation number changes an occupation-weighted sum by one term. -/
theorem sum_update (f : ι → ℝ) (k : ι) (t : ℝ) (a : ι → ℝ) :
    ∑ i, Function.update f k t i * a i = ∑ i, f i * a i + (t - f k) * a k := by
  have h : ∀ i, Function.update f k t i * a i
      = f i * a i + if i = k then (t - f k) * a k else 0 := by
    intro i
    by_cases h : i = k
    · rw [h, Function.update_self, if_pos rfl]
      ring
    · rw [Function.update_of_ne h, if_neg h, add_zero]
  simp_rw [h]
  rw [Finset.sum_add_distrib]
  simp
```

`Function.update f k t` is the list $f$ with entry $k$ replaced by $t$. A sum $\sum_i f_ia_i$ then changes by $(t-f_k)a_k$.

```lean
/-- With frozen orbitals, normalised or not, the derivative of the Kohn–Sham energy in `f k` is the
real part of `⟨φₖ|T + v|φₖ⟩`, if `G` is differentiable at the density with derivative `v`. -/
theorem frozen_deriv (T : Matrix X X ℂ) {G : (X → ℝ) → ℝ} (f : ι → ℝ) (φ : ι → X → ℂ) (k : ι)
    {v : X → ℝ} (hG : HasFDerivAt G (pairing v) (density f φ)) :
    HasDerivAt (fun t => ksEnergy T G (Function.update f k t) φ)
      (expect (T + diagonal (fun x => (v x : ℂ))) (φ k)) (f k) := by
  let w : X → ℝ := fun x => Complex.normSq (φ k x)
  -- the energy along the line on which only `f k` varies
  have hfun : (fun t => ksEnergy T G (Function.update f k t) φ) = fun t =>
      (∑ i, f i * expect T (φ i) + (t - f k) * expect T (φ k))
        + G (density f φ + (t - f k) • w) := by
    funext t
    have hρ : density (Function.update f k t) φ = density f φ + (t - f k) • w := by
      funext x
      exact sum_update f k t (fun i => Complex.normSq (φ i x))
    unfold ksEnergy
    rw [hρ]
    exact congrArg (· + G (density f φ + (t - f k) • w))
      (sum_update f k t (fun i => expect T (φ i)))
  have h1 : HasDerivAt (fun t : ℝ => t - f k) 1 (f k) := (hasDerivAt_id' (f k)).sub_const (f k)
  have hG' : HasFDerivAt G (pairing v) (density f φ + (f k - f k) • w) := by
    rw [sub_self, zero_smul, add_zero]
    exact hG
  have h2 := hG'.comp_hasDerivAt (f k) ((h1.smul_const w).const_add (density f φ))
  have h3 := (h1.mul_const (expect T (φ k))).const_add (∑ i, f i * expect T (φ i))
  -- the potential energy of orbital `k`
  have hv : expect (T + diagonal (fun x => (v x : ℂ))) (φ k)
      = expect T (φ k) + ∑ x, v x * w x := by
    unfold expect
    rw [Matrix.add_mulVec, dotProduct_add, Complex.add_re]
    congr 1
    simp only [dotProduct, Matrix.mulVec_diagonal, Complex.re_sum, Pi.star_apply]
    refine Finset.sum_congr rfl fun x _ => ?_
    simp [w, Complex.normSq_apply]
    ring
  rw [hfun, hv]
  refine (h3.add h2).congr_deriv ?_
  rw [one_mul, one_smul]
  simp [pairing]
```

Freeze the orbitals and vary only $f_k$. By the previous lemma, applied to the density and to the kinetic energy, the energy along this line is
$$\sum_i f_i\,\mathrm{Re}\,\langle\varphi_i|T|\varphi_i\rangle+(t-f_k)\,\mathrm{Re}\,\langle\varphi_k|T|\varphi_k\rangle+G\big[\rho+(t-f_k)|\varphi_k|^2\big].$$
This is `hfun`. The chain rule (`h2`) and the derivative of the linear part (`h3`) give, at $t=f_k$,
$$\mathrm{Re}\,\langle\varphi_k|T|\varphi_k\rangle+\sum_x v(x)|\varphi_k(x)|^2=\mathrm{Re}\,\langle\varphi_k|T+v|\varphi_k\rangle,$$
where the last equality is `hv`.

```lean
/-- Janak's theorem: let the occupations `f₀` lie in `[0,1]`, with `0 < f₀ k < 1`, and let the
orbitals `φ` be optimal there. If `G` is differentiable at their density with derivative `v`,
orbital `k` solves the Kohn–Sham equation for `T + v` with energy `ε`, and the relaxed energy `E` is
differentiable in `f k` at `f₀`, then `∂E/∂f k = ε` at `f₀`. -/
theorem janak {T : Matrix X X ℂ} {G : (X → ℝ) → ℝ} {E : (ι → ℝ) → ℝ} {f₀ : ι → ℝ}
    {φ : Orbitals ι X} {k : ι} {v : X → ℝ} {ε : ℝ}
    (hb : IsVariationalBound (Set.Icc 0 1) E (fun f (ψ : Orbitals ι X) => ksEnergy T G f ψ.1))
    (h₀ : E f₀ = ksEnergy T G f₀ φ.1) (hf : f₀ ∈ Set.Icc 0 1) (hk : f₀ k ∈ Set.Ioo 0 1)
    (hE : DifferentiableAt ℝ (fun t => E (Function.update f₀ k t)) (f₀ k))
    (hG : HasFDerivAt G (pairing v) (density f₀ φ.1))
    (hKS : (T + diagonal (fun x => (v x : ℂ))) *ᵥ φ.1 k = (ε : ℂ) • φ.1 k) :
    HasDerivAt (fun t => E (Function.update f₀ k t)) ε (f₀ k) := by
  have hε : expect (T + diagonal (fun x => (v x : ℂ))) (φ.1 k) = ε := by
    unfold expect
    rw [hKS, dotProduct_smul, φ.2 k k]
    simp
  have hF := frozen_deriv T f₀ φ.1 k hG
  rw [hε] at hF
  refine envelope_deriv (D := Set.Icc 0 1) (y₀ := φ)
    (F := fun t (ψ : Orbitals ι X) => ksEnergy T G (Function.update f₀ k t) ψ.1)
    (Icc_mem_nhds hk.1 hk.2) ?_ ?_ hE hF
  · intro t ht ψ
    refine hb _ ⟨fun i => ?_, fun i => ?_⟩ ψ
    · by_cases h : i = k
      · rw [h, Function.update_self]
        exact ht.1
      · rw [Function.update_of_ne h]
        exact hf.1 i
    · by_cases h : i = k
      · rw [h, Function.update_self]
        exact ht.2
      · rw [Function.update_of_ne h]
        exact hf.2 i
  · simp only [Function.update_eq_self]
    exact h₀
```

For Janak's theorem, `hb` says that $E$ lies below the energy of all orthonormal orbitals for all occupations in $[0,1]$, and `h₀` that $\varphi$ attains it at $f_0$. Only the varied occupation must lie strictly between 0 and 1 (`hk`); the others may be integers. Since $\varphi$ is compared with all orthonormal orbitals, a partly emptied core level is not covered: exchanging the core orbital with a filled valence orbital would lower the energy at the same occupations. The Kohn–Sham equation $(T+v)\varphi_k=\varepsilon\varphi_k$ is assumed in `hKS`, not derived from the minimisation. The differentiability of $E$ in $f_k$ is also assumed, which excludes kinks like the one above.

The Kohn–Sham equation and normalisation give $\mathrm{Re}\,\langle\varphi_k|T+v|\varphi_k\rangle=\varepsilon\langle\varphi_k|\varphi_k\rangle=\varepsilon$, which is `hε`. So the frozen slope is $\varepsilon$. Since $0<f_k<1$, the interval $[0,1]$ is a neighbourhood of $f_k$, and `envelope_deriv` carries the slope over to the relaxed energy:
$$\frac{\partial E}{\partial f_k}=\varepsilon.$$
The rest of the proof checks that changing $f_k$ within $[0,1]$ keeps all occupations in range.

For Kohn–Sham calculations on a finite grid that meet these hypotheses, this lets an orbital energy at fractional occupation be read as the slope of the total energy. Electrons in continuous space are not covered by the formal theorem.

## Half an electron estimates the energy difference

```lean
/-- Slater's transition state: let `E` bound the trial energies from below on `[0,1]`, with equality
inside for the states `y f`, and let `E` be continuous on `[0,1]` and differentiable inside. Let
`ε f` be the derivative at `f` of the energy with `y f` frozen. If `ε` is linear about `f = 1/2` up
to `C (f - 1/2)²` inside, then `E 1 - E 0` equals `ε (1/2)` up to `C/12`. -/
theorem slater_transition_state {Y : Type*} {E ε : ℝ → ℝ} {F : ℝ → Y → ℝ} {y : ℝ → Y} {b C : ℝ}
    (hb : IsVariationalBound (Set.Icc 0 1) E F) (hc : ContinuousOn E (Set.Icc 0 1))
    (h₀ : ∀ f ∈ Set.Ioo (0 : ℝ) 1, E f = F f (y f))
    (hE : ∀ f ∈ Set.Ioo (0 : ℝ) 1, DifferentiableAt ℝ E f)
    (hF : ∀ f ∈ Set.Ioo (0 : ℝ) 1, HasDerivAt (fun g => F g (y f)) (ε f) f)
    (hε : ∀ f ∈ Set.Ioo (0 : ℝ) 1, |ε f - ε (1 / 2) - b * (f - 1 / 2)| ≤ C * (f - 1 / 2) ^ 2) :
    |E 1 - E 0 - ε (1 / 2)| ≤ C / 12 := by
  -- mean value theorem for `E` minus a cubic with free leading coefficient
  have key : ∀ c : ℝ, ∃ x ∈ Set.Ioo (0 : ℝ) 1,
      ε x - ε (1 / 2) - b * (x - 1 / 2) - c * (x - 1 / 2) ^ 2
        = E 1 - E 0 - ε (1 / 2) - c / 12 := by
    intro c
    let p : ℝ → ℝ := fun t => ε (1 / 2) * t + b / 2 * ((t - 1 / 2) * (t - 1 / 2))
      + c / 3 * ((t - 1 / 2) * (t - 1 / 2) * (t - 1 / 2))
    have hp : ∀ x, HasDerivAt p (ε (1 / 2) + b * (x - 1 / 2) + c * (x - 1 / 2) ^ 2) x := by
      intro x
      have h := (hasDerivAt_id' x).sub_const (1 / 2 : ℝ)
      exact ((((hasDerivAt_id' x).const_mul (ε (1 / 2))).fun_add
        ((h.fun_mul h).const_mul (b / 2))).fun_add
        (((h.fun_mul h).fun_mul h).const_mul (c / 3))).congr_deriv (by ring)
    have hpc : Continuous p := continuous_iff_continuousAt.mpr fun x => (hp x).continuousAt
    obtain ⟨x, hx, h⟩ := exists_hasDerivAt_eq_slope (fun t => E t - p t)
      (fun x => ε x - (ε (1 / 2) + b * (x - 1 / 2) + c * (x - 1 / 2) ^ 2))
      (zero_lt_one' ℝ) (hc.sub hpc.continuousOn)
      (fun x hx => (envelope_deriv (Icc_mem_nhds hx.1 hx.2) hb (h₀ x hx) (hE x hx)
        (hF x hx)).fun_sub (hp x))
    refine ⟨x, hx, ?_⟩
    dsimp only [p] at h
    linear_combination h
  obtain ⟨x, hx, h1⟩ := key C
  obtain ⟨z, hz, h2⟩ := key (-C)
  have hx' := (abs_le.mp (hε x hx)).2
  have hz' := (abs_le.mp (hε z hz)).1
  exact abs_le.mpr ⟨by linarith, by linarith⟩

end

end JanakSlater
```

Now one occupation runs from 0 to 1, and `y f` is the optimal state at each $f$ in between. The function $\varepsilon(f)$ is the slope with that state frozen; in the Kohn–Sham case it is the orbital energy. The number $b$ is the rate at which $\varepsilon$ changes with occupation at the midpoint, and $C$ bounds the departure from a straight line:
$$\left|\varepsilon(f)-\varepsilon(\tfrac12)-b(f-\tfrac12)\right|\le C(f-\tfrac12)^2.$$
The conclusion is $|E(1)-E(0)-\varepsilon(\tfrac12)|\le C/12$. If $\varepsilon$ is linear, $C=0$ is allowed and the rule is exact. With fixed nuclei, the ionisation energy given by the same functional is $E(0)-E(1)$, so its estimate is $-\varepsilon(\tfrac12)$. Slater's rule is also used for core levels and for excitations. If all orthonormal orbitals are admitted as trial states, the theorem does not cover these, because the states concerned do not have the lowest energy at their occupations for every $f$ between 0 and 1.

By the envelope theorem, $E'(f)=\varepsilon(f)$ inside the interval. Integrating would give the bound, since the linear term cancels and $\int_0^1(f-\frac12)^2df=\frac1{12}$. The proof uses the mean value theorem instead, so no integral is needed. For a real number $c$ it takes the cubic
$$p(t)=\varepsilon(\tfrac12)\,t+\tfrac b2(t-\tfrac12)^2+\tfrac c3(t-\tfrac12)^3,$$
for which $p(1)-p(0)=\varepsilon(\frac12)+\frac c{12}$. The mean value theorem for $E-p$ gives a point $x$ in $(0,1)$ with
$$\varepsilon(x)-\varepsilon(\tfrac12)-b(x-\tfrac12)-c(x-\tfrac12)^2=E(1)-E(0)-\varepsilon(\tfrac12)-\tfrac c{12}.$$
This is `key`. For $c=C$ the left side is at most 0, which gives the upper bound; for $c=-C$ it is at least 0, which gives the lower one.

As a numerical instance, take $F(f,y)=y^2+2fy+f^3$. The optimal state is $y=-f$, so $E=-f^2+f^3$ and $\varepsilon=-2f+3f^2$. Then $\varepsilon(\frac12)=-0.25$, while $E(1)-E(0)=0$. Since $\varepsilon(f)+0.25-(f-\frac12)=3(f-\frac12)^2$, we have $b=1$ and $C=3$. The bound is $3/12=0.25$, and the error equals it.

```lean
#print axioms JanakSlater.crossing_not_differentiable
#print axioms JanakSlater.janak
#print axioms JanakSlater.slater_transition_state
```

```
'JanakSlater.crossing_not_differentiable' depends on axioms: [propext, Classical.choice, Quot.sound]
'JanakSlater.janak' depends on axioms: [propext, Classical.choice, Quot.sound]
'JanakSlater.slater_transition_state' depends on axioms: [propext, Classical.choice, Quot.sound]
```
